# A two-level Hamiltonian with a normalised core orbital at energy −1 and a second eigenvector at energy 1

The declaration `phillips_kleinman_witness` concerns one fixed 2×2 matrix `exampleH`, a finite one-particle model with no electron interaction and with dimensionless energies. It states that the matrix is Hermitian, that the core orbital (3/5, 4/5) is normalised and has energy −1, and that (4, −3) solves the eigenvalue equation at energy 1. The latter vector has norm 5; its normalised form is (4/5, −3/5). The names `PhillipsKleinman` and `phillips_kleinman_witness` point to the Phillips–Kleinman pseudopotential, but no pseudopotential is constructed or used here. The attempt splits the statement into its four parts and checks each entry by entry with `norm_num`.

An attempt in Lean 4 with a fault in it:

```lean
import Mathlib

open Matrix

namespace PhillipsKleinman

noncomputable section

variable {n m : Type*} [Fintype n] [DecidableEq n] [Fintype m] [DecidableEq m]

/-- The diagonal matrix of real core energies. -/
def coreEnergies (E : m → ℝ) : Matrix m m ℂ := diagonal (fun i => (E i : ℂ))

/-- A two-level Hamiltonian with rational entries. -/
def exampleH : Matrix (Fin 2) (Fin 2) ℂ := !![7/25, -24/25; -24/25, -7/25]

/-- A single core orbital in the two-level basis. -/
def exampleC : Matrix (Fin 2) (Fin 1) ℂ := !![3/5; 4/5]

/-- The two-level example is Hermitian, has a normalised core orbital of energy `-1`, and has
the vector `(4, -3)` as a solution at energy `1`. -/
theorem phillips_kleinman_witness :
    exampleH.IsHermitian ∧ exampleH * exampleC = exampleC * coreEnergies (fun _ => -1) ∧
      exampleCᴴ * exampleC = 1 ∧ exampleH *ᵥ ![4, -3] = (1 : ℂ) • ![4, -3] := by
  refine ⟨?_, ?_, ?_, ?_⟩
  · change exampleHᴴ = exampleH
    ext i j
    fin_cases i <;> fin_cases j <;> norm_num [exampleH, Matrix.conjTranspose_apply]
  · ext i j
    fin_cases i <;> fin_cases j <;>
      norm_num [exampleH, exampleC, coreEnergies, Matrix.mul_apply, Fin.sum_univ_succ]
  · ext i j
    fin_cases i <;> fin_cases j <;>
      norm_num [exampleC, Matrix.mul_apply, Matrix.conjTranspose_apply, Fin.sum_univ_succ]
  · funext i
    fin_cases i <;> norm_num [exampleH, Matrix.mulVec, dotProduct, Fin.sum_univ_succ]

end

end PhillipsKleinman
```

The compiler's answer:

```
Main.lean:29:2: error: unsolved goals
case refine_2.«0».«0»
⊢ -(3 / 5) = (!![3 / 5; 4 / 5] * diagonal fun i => -1) 0 0

case refine_2.«1».«0»
⊢ -(4 / 5) = (!![3 / 5; 4 / 5] * diagonal fun i => -1) 1 0
Main.lean:32:2: error: unsolved goals
case refine_3.«0».«0»
⊢ (starRingEnd ℂ) 3 / (starRingEnd ℂ) 5 * (3 / 5) + (starRingEnd ℂ) 4 / (starRingEnd ℂ) 5 * (4 / 5) = 1
```

This version goes through:

```diff
@@ -28,9 +28,17 @@
     fin_cases i <;> fin_cases j <;> norm_num [exampleH, Matrix.conjTranspose_apply]
   · ext i j
+    -- multiplication by the diagonal matrix scales the core orbital by its energy
+    refine Eq.trans ?_ (Matrix.mul_diagonal (fun _ => ((-1 : ℝ) : ℂ)) exampleC i j).symm
     fin_cases i <;> fin_cases j <;>
-      norm_num [exampleH, exampleC, coreEnergies, Matrix.mul_apply, Fin.sum_univ_succ]
-  · ext i j
-    fin_cases i <;> fin_cases j <;>
-      norm_num [exampleC, Matrix.mul_apply, Matrix.conjTranspose_apply, Fin.sum_univ_succ]
+      norm_num [exampleH, exampleC, Matrix.mul_apply, Fin.sum_univ_succ]
+  · have h3 : (starRingEnd ℂ) 3 = 3 := Complex.conj_eq_iff_im.mpr (by norm_num)
+    have h4 : (starRingEnd ℂ) 4 = 4 := Complex.conj_eq_iff_im.mpr (by norm_num)
+    have h5 : (starRingEnd ℂ) 5 = 5 := Complex.conj_eq_iff_im.mpr (by norm_num)
+    ext i j
+    fin_cases i
+    fin_cases j
+    norm_num [exampleC, Matrix.mul_apply, Matrix.conjTranspose_apply, Fin.sum_univ_succ]
+    rw [h3, h4, h5]
+    norm_num
   · funext i
     fin_cases i <;> norm_num [exampleH, Matrix.mulVec, dotProduct, Fin.sum_univ_succ]
```

Diagnosis. Both messages report goals that are true but left unfinished by `norm_num`. In the first, the left side of the core-orbital equation has been computed, while the product with the diagonal matrix on the right remains unexpanded, although `Matrix.mul_apply` was supplied. The repair uses `Matrix.mul_diagonal` to replace each entry of that product by the orbital's entry times −1, leaving arithmetic that `norm_num` can finish. Since `coreEnergies` no longer occurs in the goal, dropping it from the list is tidying, and the added comment only explains the step.

In the second, the normalisation sum still contains complex conjugates of the numerals 3, 4 and 5, written with `starRingEnd ℂ`. The repair proves that each equals its own conjugate because its imaginary part is zero, and rewrites with these facts `h3`, `h4` and `h5`. The final `norm_num` then checks that 9/25 + 16/25 = 1. Writing the two `fin_cases` calls on separate lines is tidying, as this matrix has only one entry.
